# How a finite frequency grid folds the late response of a damped mode onto early times

Take a response that starts at time step 0 and decays as \(1, r, r^2, \dots\) with \(|r|<1\). Its frequency response is \(F(\theta)=1/(1-re^{-i\theta})\). Suppose that \(F\) is known at only two frequencies, \(\theta=0\) and \(\theta=\pi\), where it equals \(1/(1-r)\) and \(1/(1+r)\). The two-point inverse transform gives

\[
\frac12\left(\frac1{1-r}+\frac1{1+r}\right)=\frac1{1-r^2},\qquad
\frac12\left(\frac1{1-r}-\frac1{1+r}\right)=\frac r{1-r^2}
\]

at time steps 0 and 1. The true values are \(1\) and \(r\). The first result is \(1+r^2+r^4+\cdots\), the response at all even times; the second is \(r+r^3+r^5+\cdots\), the response at all odd times. Two frequencies cannot tell times of equal parity apart, so everything late is added to the early step of the same parity.

For \(N\ge1\) frequencies \(\theta_k=2\pi k/N\), \(k=0,\dots,N-1\), and a time step \(0\le n<N\), the result is

\[
\frac1N\sum_{k=0}^{N-1}\frac{e^{i\theta_k n}}{1-re^{-i\theta_k}}=\frac{r^n}{1-r^N}.
\]

## Sorting times by their remainder modulo N

Let \(\chi(j)\), \(j=0,1,2,\dots\), be any causal response with \(\sum_j|\chi(j)|<\infty\), and let \(F(\theta)=\sum_{j\ge0}\chi(j)e^{-i\theta j}\). The grid phases of two times \(j\) and \(n\) combine to

\[
\sum_{k=0}^{N-1}e^{-i\theta_k j}e^{i\theta_k n}=\sum_{k=0}^{N-1}w^k,\qquad w=e^{2\pi i(n-j)/N}.
\]

If \(N\) divides \(n-j\), then \(w=1\) and the sum is \(N\). Otherwise \(w\neq1\) while \(w^N=1\), and the sum is \((w^N-1)/(w-1)=0\).

Insert the series for \(F\) into the inverse transform. A finite sum of convergent series may be taken term by term, so

\[
\frac1N\sum_{k=0}^{N-1}F(\theta_k)e^{i\theta_k n}
=\frac1N\sum_{j\ge0}\chi(j)\sum_{k=0}^{N-1}e^{-i\theta_k j}e^{i\theta_k n}
=\sum_{m\ge0}\chi(n+mN).
\]

The last step uses \(0\le n<N\): the non-negative times with remainder \(n\) are then exactly \(n, n+N, n+2N,\dots\), and \(m\) counts the wraps.

For \(\chi(j)=r^j\), the geometric series gives \(F(\theta)=\sum_j(re^{-i\theta})^j=1/(1-re^{-i\theta})\), because \(|re^{-i\theta}|=|r|<1\). The wrapped sum is \(r^n\sum_m(r^N)^m=r^n/(1-r^N)\), and the error is

\[
\frac{r^n}{1-r^N}-r^n=\frac{1-(1-r^N)}{1-r^N}\,r^n=\frac{r^N}{1-r^N}\,r^n .
\]

For \(r\ne0\) the factor \(r^N/(1-r^N)\) is the relative error, the same at every \(n\). The product form also holds for \(r=0\), where the true response vanishes after step 0.

## Damping times duration

A mode with damping rate \(\gamma>0\) and frequency \(\omega\), sampled with time step \(\Delta>0\), has \(r=e^{-(\gamma+i\omega)\Delta}\). Write \(T=N\Delta\) for the duration, \(q=r^N\) and \(E=e^{\gamma T}\), so that \(|q|=1/E\). The phase of \(q\) depends on \(\omega T\), and so does the complex relative error. Its size is confined by the triangle inequality, \(1-|q|\le|1-q|\le1+|q|\):

\[
\frac1{E+1}=\frac{|q|}{1+|q|}\le\left|\frac q{1-q}\right|\le\frac{|q|}{1-|q|}=\frac1{E-1}.
\]

At \(\gamma T=5\) the relative error is thus between about 0.67% and 0.68%. Reducing \(\Delta\) at fixed \(T\) leaves both bounds unchanged; a longer \(T\), which means a finer frequency spacing \(2\pi/T\), lowers them.

In time-dependent density functional theory this bears on recovering a time-domain response from a frequency grid, with the estimate above restricted to a single damped complex exponential sampled at discrete times. A response computed directly at chosen frequencies is normally the continuous-time transform instead; cutting it off at a highest frequency brings a further error, which the bounds above do not include. The rate \(\gamma\) stands for a finite lifetime or an imposed line broadening; it is assumed here, not derived from an electronic Hamiltonian.

## The grid, the response and the mode in Lean

```lean
import Mathlib

open Complex (I)

namespace CausalResponseGrid

noncomputable section
```

The grid frequencies are dimensionless angles per time step; dividing by \(\Delta\) gives physical angular frequencies.

```lean
/-- The `k`-th angular frequency, in units of the inverse time step, of a grid with `N ≥ 1`
points. -/
def gridFreq (N k : ℕ) : ℝ := 2 * Real.pi * k / N
```

Causality enters through the type of the time index: `χ : ℕ → ℂ` has no values at negative times. The forward transform carries \(e^{-i\theta j}\), the opposite of the sign common for response functions in physics.

```lean
/-- The frequency response of a causal, summable response `χ` sampled at times `0, 1, 2, …`. -/
def freqResponse (χ : ℕ → ℂ) (θ : ℝ) : ℂ :=
  ∑' j : ℕ, χ j * Complex.exp (-(I * θ * j))
```

The symbol `∑'` denotes an infinite sum, and it has its intended meaning when the series is summable. The frequency response is therefore a discrete-time sum, periodic in \(\theta\), and not the continuous-time integral that gives a Lorentzian pole.

The inverse transform accepts a function of a real frequency but evaluates it only at the \(N\) grid points. It carries the factor \(1/N\).

```lean
/-- The inverse discrete Fourier transform at time step `n` of a spectrum `F` sampled on
the grid of `N ≥ 1` frequencies. -/
def gridInverse (N : ℕ) (F : ℝ → ℂ) (n : ℕ) : ℂ :=
  (N : ℂ)⁻¹ * ∑ k ∈ Finset.range N, F (gridFreq N k) * Complex.exp (I * gridFreq N k * n)
```

The mode is \(e^{-(\gamma+i\omega)j\Delta}\). With the forward sign chosen above, its resonance lies at \(\theta=-\omega\Delta\), up to multiples of \(2\pi\).

```lean
/-- A mode of frequency `ω` and damping rate `γ`, sampled with time step `Δ`. -/
def dampedMode (γ ω Δ : ℝ) (j : ℕ) : ℂ :=
  Complex.exp (-((γ + ω * I) * (j * Δ)))
```

## Orthogonality and the wrapped sum

The next theorem is the phase sum computed by hand. The notation `j ≡ n [MOD N]` says that the two times have the same remainder.

```lean
/-- On a grid of `N ≥ 1` frequencies, the phases of two time steps are orthogonal unless
the steps differ by a multiple of `N`. -/
theorem grid_orthogonality {N : ℕ} (hN : N ≠ 0) (j n : ℕ) :
    ∑ k ∈ Finset.range N,
      Complex.exp (-(I * gridFreq N k * j)) * Complex.exp (I * gridFreq N k * n)
      = if j ≡ n [MOD N] then (N : ℂ) else 0 := by
  have hζ := Complex.isPrimitiveRoot_exp N hN
  -- each term is a power of one root of unity
  have hw : ∀ k : ℕ,
      Complex.exp (-(I * gridFreq N k * j)) * Complex.exp (I * gridFreq N k * n)
        = (Complex.exp (2 * Real.pi * I / N) ^ ((n : ℤ) - j)) ^ k := by
    intro k
    rw [← Complex.exp_add, ← Complex.exp_int_mul, ← Complex.exp_nat_mul]
    congr 1
    unfold gridFreq
    push_cast
    ring
  rw [Finset.sum_congr rfl (fun k _ => hw k)]
  by_cases h : j ≡ n [MOD N]
  · have h1 := (hζ.zpow_eq_one_iff_dvd _).mpr (Nat.modEq_iff_dvd.mp h)
    rw [if_pos h, h1]
    simp
  · have h1 : Complex.exp (2 * Real.pi * I / N) ^ ((n : ℤ) - j) ≠ 1 :=
      fun e => h (Nat.modEq_iff_dvd.mpr ((hζ.zpow_eq_one_iff_dvd _).mp e))
    have h2 : (Complex.exp (2 * Real.pi * I / N) ^ ((n : ℤ) - j)) ^ N = 1 := by
      rw [← zpow_natCast, ← zpow_mul, hζ.zpow_eq_one_iff_dvd]
      exact dvd_mul_left _ _
    rw [if_neg h, geom_sum_eq h1, h2, sub_self, zero_div]
```

Here `hw` writes each summand as the \(k\)-th power of \(w\), with the integer exponent `(n : ℤ) - j` because the difference may be negative. `Complex.isPrimitiveRoot_exp` supplies the primitive root \(e^{2\pi i/N}\), a power of which is 1 exactly when \(N\) divides the exponent. The two cases then match those above, with `geom_sum_eq` for the vanishing sum.

The general wrapping statement assumes that `χ` is summable and that `n < N`, which also forces \(N\ge1\). It does not assume a geometric response, so it applies equally to a summable superposition of modes.

```lean
/-- For any summable causal response, inversion on `N` frequencies returns at time step
`n < N` the sum of the response at `n, n + N, n + 2N, …`. -/
theorem late_response_wraps {χ : ℕ → ℂ} (hχ : Summable χ) {N n : ℕ} (hn : n < N) :
    gridInverse N (freqResponse χ) n = ∑' m : ℕ, χ (n + m * N) := by
  have hN : 0 < N := by omega
  have hNC : (N : ℂ) ≠ 0 := Nat.cast_ne_zero.mpr hN.ne'
  have hsum : ∀ θ : ℝ, Summable (fun j : ℕ => χ j * Complex.exp (-(I * θ * j))) := by
    intro θ
    apply Summable.of_norm
    refine (summable_norm_iff.mpr hχ).congr fun j => ?_
    have h1 : ‖Complex.exp (-(I * θ * j))‖ = 1 := by simp [Complex.norm_exp]
    rw [norm_mul, h1, mul_one]
  -- exchange the sum over frequencies with the sum over times
  have hs : HasSum (fun j : ℕ => ∑ k ∈ Finset.range N,
      χ j * Complex.exp (-(I * gridFreq N k * j)) * Complex.exp (I * gridFreq N k * n))
      (∑ k ∈ Finset.range N,
        freqResponse χ (gridFreq N k) * Complex.exp (I * gridFreq N k * n)) :=
    hasSum_sum fun k _ => (hsum (gridFreq N k)).hasSum.mul_right _
  have hterm : ∀ j : ℕ, ∑ k ∈ Finset.range N,
      χ j * Complex.exp (-(I * gridFreq N k * j)) * Complex.exp (I * gridFreq N k * n)
      = if j ≡ n [MOD N] then (N : ℂ) * χ j else 0 := by
    intro j
    rw [Finset.sum_congr rfl (fun k _ => mul_assoc _ _ _), ← Finset.mul_sum,
      grid_orthogonality hN.ne']
    split_ifs <;> ring
  -- label the surviving times by the number of wraps
  have hinj : Function.Injective (fun m : ℕ => n + m * N) := fun a b h =>
    Nat.eq_of_mul_eq_mul_right hN (Nat.add_left_cancel h)
  have hsupp : Function.support (fun j : ℕ => if j ≡ n [MOD N] then (N : ℂ) * χ j else 0)
      ⊆ Set.range (fun m : ℕ => n + m * N) := by
    intro j hj
    have hmod : j ≡ n [MOD N] := by
      by_contra h
      exact hj (if_neg h)
    have h1 : j % N = n := Eq.trans hmod (Nat.mod_eq_of_lt hn)
    refine ⟨j / N, ?_⟩
    change n + j / N * N = j
    have h2 := Nat.mod_add_div j N
    rw [h1, mul_comm] at h2
    exact h2
  have hwrap : ∀ m : ℕ, (if n + m * N ≡ n [MOD N] then (N : ℂ) * χ (n + m * N) else 0)
      = (N : ℂ) * χ (n + m * N) := fun m => if_pos (by simp [Nat.ModEq])
  unfold gridInverse
  rw [← hs.tsum_eq, tsum_congr hterm, ← hinj.tsum_eq hsupp, tsum_congr hwrap,
    tsum_mul_left, ← mul_assoc, inv_mul_cancel₀ hNC, one_mul]
```

The proof first shows with `hsum` that the phases, having modulus 1, do not spoil summability. `hs` exchanges the frequency and time sums, and `hterm` applies orthogonality to each time \(j\). The remaining work is the relabelling \(j=n+mN\): `hinj` says that different wrap numbers give different times, and `hsupp` that every surviving time is reached, with \(m\) equal to the quotient `j / N`. The final line cancels \(N\) against \(1/N\).

## The resonance and its exact error

For the geometric response, the infinite sum becomes the resonance denominator.

```lean
/-- The causal response `r ^ j` with `|r| < 1` has frequency response
`1 / (1 - r exp(-iθ))`. -/
theorem freqResponse_geometric {r : ℂ} (hr : ‖r‖ < 1) (θ : ℝ) :
    freqResponse (fun j => r ^ j) θ = 1 / (1 - r * Complex.exp (-(I * θ))) := by
  have hterm : ∀ j : ℕ, r ^ j * Complex.exp (-(I * θ * j))
      = (r * Complex.exp (-(I * θ))) ^ j := by
    intro j
    rw [mul_pow, ← Complex.exp_nat_mul]
    congr 2
    ring
  have hnorm : ‖r * Complex.exp (-(I * θ))‖ < 1 := by
    have h1 : ‖Complex.exp (-(I * θ))‖ = 1 := by simp [Complex.norm_exp]
    rw [norm_mul, h1, mul_one]
    exact hr
  unfold freqResponse
  rw [tsum_congr hterm, tsum_geometric_of_norm_lt_one hnorm, one_div]
```

`hterm` collects each summand into a power of \(re^{-i\theta}\), and `hnorm` provides the condition for the geometric series.

The closed form for the grid inverse follows. Its input is the function \(1/(1-re^{-i\theta})\) itself, so the statement can be read without reference to the time series.

```lean
/-- For `|r| < 1` and `n < N`, the `N`-point inverse discrete Fourier transform of
`1 / (1 - r exp(-iθ))` is `r ^ n / (1 - r ^ N)`. -/
theorem gridInverse_resonance {r : ℂ} (hr : ‖r‖ < 1) {N n : ℕ} (hn : n < N) :
    gridInverse N (fun θ => 1 / (1 - r * Complex.exp (-(I * θ)))) n
      = r ^ n / (1 - r ^ N) := by
  have hq : ‖r ^ N‖ < 1 := by
    rw [norm_pow]
    exact pow_lt_one₀ (norm_nonneg r) hr (by omega)
  have hterm : ∀ m : ℕ, r ^ (n + m * N) = r ^ n * (r ^ N) ^ m := by
    intro m
    rw [pow_add, mul_comm m N, pow_mul]
  rw [← funext (freqResponse_geometric hr),
    late_response_wraps (summable_geometric_of_norm_lt_one hr) hn, tsum_congr hterm,
    tsum_mul_left, tsum_geometric_of_norm_lt_one hq, div_eq_mul_inv]
```

The proof goes back to that series: it replaces the resonance by the frequency response of \(r^j\), applies `late_response_wraps`, factors out \(r^n\), and sums the powers of \(r^N\). The bound `hq` is \(|r^N|<1\).

The error is stated as a product, with no division by the true response.

```lean
/-- For `|r| < 1` and `n < N`, the error of the recovered response is exactly
`r ^ N / (1 - r ^ N)` times the true response `r ^ n`. -/
theorem wraparound_error {r : ℂ} (hr : ‖r‖ < 1) {N n : ℕ} (hn : n < N) :
    gridInverse N (fun θ => 1 / (1 - r * Complex.exp (-(I * θ)))) n - r ^ n
      = r ^ N / (1 - r ^ N) * r ^ n := by
  have hq : ‖r ^ N‖ < 1 := by
    rw [norm_pow]
    exact pow_lt_one₀ (norm_nonneg r) hr (by omega)
  have hne : 1 - r ^ N ≠ 0 := by
    refine sub_ne_zero.mpr fun h => ?_
    rw [← h] at hq
    simp at hq
  rw [gridInverse_resonance hr hn, div_eq_mul_inv, div_eq_mul_inv]
  linear_combination r ^ n * mul_inv_cancel₀ hne
```

After `hne` has established that \(1-r^N\neq0\), `linear_combination` carries out the subtraction done by hand.

## Bounds from both sides

The triangle-inequality estimate is isolated for a complex number \(q\) with \(E|q|=1\).

```lean
/-- If `|q| = 1 / E` with `E > 1`, the size of `q / (1 - q)` lies between `1 / (E + 1)`
and `1 / (E - 1)`. -/
theorem wrap_factor_bounds {q : ℂ} {E : ℝ} (hE : 1 < E) (hq : E * ‖q‖ = 1) :
    1 / (E + 1) ≤ ‖q / (1 - q)‖ ∧ ‖q / (1 - q)‖ ≤ 1 / (E - 1) := by
  have hlt : ‖q‖ < 1 := by nlinarith [norm_nonneg q]
  have h1 : ‖1 - q‖ ≤ 1 + ‖q‖ := by simpa using norm_sub_le (1 : ℂ) q
  have h2 : 1 - ‖q‖ ≤ ‖1 - q‖ := by simpa using norm_sub_norm_le (1 : ℂ) q
  have hd : 0 < ‖1 - q‖ := by linarith
  rw [norm_div]
  constructor
  · rw [div_le_div_iff₀ (by linarith) hd]
    linarith
  · rw [div_le_div_iff₀ hd (by linarith)]
    linarith
```

`h1` and `h2` are the two bounds on \(|1-q|\). Clearing the positive denominators turns the claims into linear inequalities, in which \(E|q|\) is replaced by 1.

The last theorem puts the physical parameters back. It holds for every real `ω`, every `γ > 0` and `Δ > 0`, and every step `n < N`. Both bounds are multiplied by the size of the true response; since the mode never vanishes, dividing by that size gives the relative error.

```lean
/-- For a mode with damping `γ > 0` and time step `Δ > 0`, the relative error at any step
`n < N` lies between `1 / (exp(γT) + 1)` and `1 / (exp(γT) - 1)`, where `T = NΔ`. -/
theorem error_controlled_by_damping {γ Δ : ℝ} (hγ : 0 < γ) (hΔ : 0 < Δ) (ω : ℝ)
    {N n : ℕ} (hn : n < N) :
    1 / (Real.exp (γ * (N * Δ)) + 1) * ‖dampedMode γ ω Δ n‖
      ≤ ‖gridInverse N (freqResponse (dampedMode γ ω Δ)) n - dampedMode γ ω Δ n‖ ∧
    ‖gridInverse N (freqResponse (dampedMode γ ω Δ)) n - dampedMode γ ω Δ n‖
      ≤ 1 / (Real.exp (γ * (N * Δ)) - 1) * ‖dampedMode γ ω Δ n‖ := by
  obtain ⟨r, hrdef⟩ : ∃ r : ℂ, r = Complex.exp (-((γ + ω * I) * Δ)) := ⟨_, rfl⟩
  have hnorm : ‖r‖ = Real.exp (-(γ * Δ)) := by
    rw [hrdef, Complex.norm_exp]
    simp
  have hr : ‖r‖ < 1 := by
    rw [hnorm, Real.exp_lt_one_iff]
    linarith [mul_pos hγ hΔ]
  -- the sampled mode is a geometric sequence
  have hmode : ∀ j : ℕ, dampedMode γ ω Δ j = r ^ j := by
    intro j
    rw [hrdef, ← Complex.exp_nat_mul]
    unfold dampedMode
    congr 1
    ring
  have key : gridInverse N (freqResponse (dampedMode γ ω Δ)) n - dampedMode γ ω Δ n
      = r ^ N / (1 - r ^ N) * r ^ n := by
    rw [hmode n, funext hmode, funext (freqResponse_geometric hr)]
    exact wraparound_error hr hn
  have hNpos : (0 : ℝ) < N := Nat.cast_pos.mpr (by omega)
  have hE : 1 < Real.exp (γ * (N * Δ)) :=
    Real.one_lt_exp_iff.mpr (mul_pos hγ (mul_pos hNpos hΔ))
  have hq : Real.exp (γ * (N * Δ)) * ‖r ^ N‖ = 1 := by
    rw [norm_pow, hnorm, ← Real.exp_nat_mul, ← Real.exp_add, ← Real.exp_zero]
    congr 1
    ring
  obtain ⟨hlow, hupp⟩ := wrap_factor_bounds hE hq
  rw [key, hmode n, norm_mul]
  exact ⟨mul_le_mul_of_nonneg_right hlow (norm_nonneg _),
    mul_le_mul_of_nonneg_right hupp (norm_nonneg _)⟩

end

end CausalResponseGrid
```

`hmode` identifies the sampled mode with \(r^j\), `key` imports the exact error, and `hq` is the identity \(e^{\gamma T}|r^N|=1\). Multiplying the bounds on the wrap factor by \(|r^n|\) finishes the proof.

The relative bound is specific to one complex exponential. A real oscillation such as \(e^{-\gamma t}\sin\omega t\) combines two of them and can vanish at a time step where the wrapped contribution does not; for such a response, `late_response_wraps` still gives the recovered value as the sum of the response at \(n, n+N, n+2N,\dots\), so the error is the part of that sum after the first term.

```lean
#print axioms CausalResponseGrid.late_response_wraps
#print axioms CausalResponseGrid.error_controlled_by_damping
```

```
'CausalResponseGrid.late_response_wraps' depends on axioms: [propext, Classical.choice, Quot.sound]
'CausalResponseGrid.error_controlled_by_damping' depends on axioms: [propext, Classical.choice, Quot.sound]
```
